# Equal hard discs in the plane touch at most six others, so N sticky discs with contact strength ε ≥ 0 have energy at least −3Nε

Colloidal particles confined to a plane, with an attraction of very short range, lower their energy with every contact they form, while their hard cores limit how many contacts fit around each particle. If the particles are $N$ equal discs and each contact contributes $-\varepsilon$ with $\varepsilon\ge 0$, the limit is six contacts per disc, and the total energy cannot fall below $-3N\varepsilon$.

```lean
import Mathlib

open Finset

namespace StickyDiscs

noncomputable section

/-- Hard-core condition for discs of unit diameter with centres `x i` in the plane `ℂ`:
distinct centres are at least 1 apart. -/
def HardCore {N : ℕ} (x : Fin N → ℂ) : Prop :=
  ∀ i j, i ≠ j → 1 ≤ dist (x i) (x j)

/-- The discs in contact with disc `i`, that is, with centres at distance exactly 1. -/
def neighbours {N : ℕ} (x : Fin N → ℂ) (i : Fin N) : Finset (Fin N) :=
  univ.filter (fun j => dist (x i) (x j) = 1)

/-- The sticky pair potential outside the hard core: `-eps` at contact, zero otherwise. -/
def stickyPotential (eps r : ℝ) : ℝ := if r = 1 then -eps else 0

/-- The sticky-disc energy: the pair potential summed over all pairs `i < j`. -/
def energy {N : ℕ} (eps : ℝ) (x : Fin N → ℂ) : ℝ :=
  ∑ i, ∑ j, if i < j then stickyPotential eps (dist (x i) (x j)) else 0

/-- The number of the sector of angle `π/3` that contains the direction of `z`. -/
def sector (z : ℂ) : ℤ := ⌈3 * Complex.arg z / Real.pi⌉

/-- Two unit vectors whose polar angles differ by less than `π/3` are less than 1 apart. -/
theorem norm_sub_lt_one {u v : ℂ} (hu : ‖u‖ = 1) (hv : ‖v‖ = 1)
    (h : |Complex.arg u - Complex.arg v| < Real.pi / 3) : ‖u - v‖ < 1 := by
  have hu0 : u ≠ 0 := by
    rintro rfl
    simp at hu
  have hv0 : v ≠ 0 := by
    rintro rfl
    simp at hv
  -- the cosine of the enclosed angle exceeds 1/2
  have hc := Real.cos_lt_cos_of_nonneg_of_le_pi (abs_nonneg _)
    (by linarith [Real.pi_pos] : Real.pi / 3 ≤ Real.pi) h
  rw [Real.cos_abs, Real.cos_pi_div_three, Real.cos_sub, Complex.cos_arg hu0,
    Complex.cos_arg hv0, Complex.sin_arg, Complex.sin_arg, hu, hv] at hc
  simp only [div_one] at hc
  have hu2 : u.re * u.re + u.im * u.im = 1 := by
    rw [← Complex.normSq_apply, ← Complex.sq_norm, hu]; norm_num
  have hv2 : v.re * v.re + v.im * v.im = 1 := by
    rw [← Complex.normSq_apply, ← Complex.sq_norm, hv]; norm_num
  -- law of cosines
  have hd : ‖u - v‖ ^ 2 < 1 := by
    rw [Complex.sq_norm, Complex.normSq_apply, Complex.sub_re, Complex.sub_im]
    nlinarith
  nlinarith [norm_nonneg (u - v)]

/-- Every direction lies in one of the six sectors numbered `-2` to `3`. -/
theorem sector_bounds (z : ℂ) : -2 ≤ sector z ∧ sector z ≤ 3 := by
  have hp := Real.pi_pos
  constructor
  · have h : (-3 : ℤ) < sector z := by
      refine Int.lt_ceil.mpr ?_
      rw [lt_div_iff₀ hp]
      push_cast
      linarith [Complex.neg_pi_lt_arg z]
    omega
  · refine Int.ceil_le.mpr ?_
    rw [div_le_iff₀ hp]
    push_cast
    linarith [Complex.arg_le_pi z]

/-- For hard discs, if the directions from disc `i` to its neighbours all lie in the sectors
of a finite set `t`, then disc `i` has at most as many neighbours as `t` has sectors. -/
theorem card_neighbours_le_sectors {N : ℕ} {x : Fin N → ℂ} (h : HardCore x) (i : Fin N)
    (t : Finset ℤ) (ht : ∀ j ∈ neighbours x i, sector (x j - x i) ∈ t) :
    (neighbours x i).card ≤ t.card := by
  have hunit : ∀ j ∈ neighbours x i, ‖x j - x i‖ = 1 := by
    intro j hj
    rw [← dist_eq_norm, dist_comm]
    exact (mem_filter.mp hj).2
  -- no two neighbours share a sector
  have hinj : Set.InjOn (fun j => sector (x j - x i)) (neighbours x i) := by
    intro j hj k hk hjk
    by_contra hne
    have hs : ⌈3 * Complex.arg (x j - x i) / Real.pi⌉
        = ⌈3 * Complex.arg (x k - x i) / Real.pi⌉ := hjk
    have hp := Real.pi_pos
    have j1 := Int.le_ceil (3 * Complex.arg (x j - x i) / Real.pi)
    have j2 := Int.ceil_lt_add_one (3 * Complex.arg (x j - x i) / Real.pi)
    have k1 := Int.le_ceil (3 * Complex.arg (x k - x i) / Real.pi)
    have k2 := Int.ceil_lt_add_one (3 * Complex.arg (x k - x i) / Real.pi)
    rw [hs] at j1 j2
    have ej : 3 * Complex.arg (x j - x i) / Real.pi * Real.pi
        = 3 * Complex.arg (x j - x i) := div_mul_cancel₀ _ hp.ne'
    have ek : 3 * Complex.arg (x k - x i) / Real.pi * Real.pi
        = 3 * Complex.arg (x k - x i) := div_mul_cancel₀ _ hp.ne'
    have a1 := mul_lt_mul_of_pos_right (lt_of_le_of_lt j1 k2) hp
    have a2 := mul_lt_mul_of_pos_right (lt_of_le_of_lt k1 j2) hp
    rw [add_mul, ej, ek] at a1
    rw [add_mul, ej, ek] at a2
    have hlt := norm_sub_lt_one (hunit j hj) (hunit k hk)
      (abs_lt.mpr ⟨by linarith, by linarith⟩)
    rw [sub_sub_sub_cancel_right, ← dist_eq_norm] at hlt
    linarith [h j k hne]
  rw [← card_image_of_injOn hinj]
  exact card_le_card (image_subset_iff.mpr ht)

/-- In a configuration of hard discs every disc touches at most six others. -/
theorem card_neighbours_le_six {N : ℕ} {x : Fin N → ℂ} (h : HardCore x) (i : Fin N) :
    (neighbours x i).card ≤ 6 :=
  card_neighbours_le_sectors h i (Icc (-2) 3) fun j _ =>
    mem_Icc.mpr (sector_bounds (x j - x i))

/-- In a configuration of hard discs, a disc than which no other lies higher touches
at most four others. -/
theorem card_neighbours_top_le_four {N : ℕ} {x : Fin N → ℂ} (h : HardCore x) (i : Fin N)
    (htop : ∀ j, (x j).im ≤ (x i).im) : (neighbours x i).card ≤ 4 := by
  refine card_neighbours_le_sectors h i {-2, -1, 0, 3} fun j hj => ?_
  obtain ⟨lo, hi⟩ := sector_bounds (x j - x i)
  by_contra hmem
  simp only [mem_insert, mem_singleton, not_or] at hmem
  obtain ⟨m1, m2, m3, m4⟩ := hmem
  -- sectors 1 and 2 point strictly upwards
  have s1 : (0 : ℤ) < sector (x j - x i) := by omega
  have s2 : sector (x j - x i) ≤ 2 := by omega
  have hp := Real.pi_pos
  have r1 := Int.lt_ceil.mp s1
  have r2 := Int.ceil_le.mp s2
  rw [lt_div_iff₀ hp] at r1
  rw [div_le_iff₀ hp] at r2
  push_cast at r1 r2
  have hsin := Real.sin_pos_of_pos_of_lt_pi
    (by linarith : 0 < Complex.arg (x j - x i)) (by linarith)
  have hunit : ‖x j - x i‖ = 1 := by
    rw [← dist_eq_norm, dist_comm]
    exact (mem_filter.mp hj).2
  rw [Complex.sin_arg, hunit, div_one, Complex.sub_im] at hsin
  linarith [htop j]

/-- Twice the energy is `-eps` times the sum of the numbers of neighbours of all discs. -/
theorem two_mul_energy {N : ℕ} (eps : ℝ) (x : Fin N → ℂ) :
    2 * energy eps x = -eps * ∑ i, ((neighbours x i).card : ℝ) := by
  have hsplit : ∀ i j, stickyPotential eps (dist (x i) (x j))
      = (if i < j then stickyPotential eps (dist (x i) (x j)) else 0)
        + (if j < i then stickyPotential eps (dist (x j) (x i)) else 0) := by
    intro i j
    rcases lt_trichotomy i j with h | h | h
    · rw [if_pos h, if_neg (not_lt_of_ge h.le), add_zero]
    · subst h
      simp [stickyPotential]
    · rw [if_neg (not_lt_of_ge h.le), if_pos h, zero_add, dist_comm]
  have hswap : ∑ i, ∑ j, (if j < i then stickyPotential eps (dist (x j) (x i)) else 0)
      = energy eps x := by
    unfold energy
    exact sum_comm
  have hsum : ∑ i, ∑ j, stickyPotential eps (dist (x i) (x j))
      = energy eps x + energy eps x := by
    rw [sum_congr rfl fun i _ => sum_congr rfl fun j _ => hsplit i j]
    simp only [sum_add_distrib]
    rw [hswap]
    rfl
  rw [two_mul, ← hsum, mul_sum]
  refine sum_congr rfl fun i _ => ?_
  simp only [stickyPotential, neighbours]
  rw [← sum_filter, sum_const, nsmul_eq_mul, mul_comm]

/-- The energy of `N` hard sticky discs with contact strength `eps ≥ 0` is at least
`-3 N eps`. -/
theorem energy_lower_bound {N : ℕ} {x : Fin N → ℂ} (h : HardCore x) {eps : ℝ}
    (heps : 0 ≤ eps) : -3 * N * eps ≤ energy eps x := by
  have hs : ∑ i, ((neighbours x i).card : ℝ) ≤ 6 * N := by
    calc ∑ i, ((neighbours x i).card : ℝ) ≤ ∑ _i : Fin N, (6 : ℝ) :=
          sum_le_sum fun i _ => by exact_mod_cast card_neighbours_le_six h i
      _ = 6 * N := by simp [mul_comm]
  nlinarith [two_mul_energy eps x, mul_le_mul_of_nonneg_left hs heps]

/-- For `N ≥ 1` hard sticky discs with `eps ≥ 0` the energy is at least `-(3 N - 1) eps`. -/
theorem energy_lower_bound_finite {N : ℕ} (hN : 0 < N) {x : Fin N → ℂ} (h : HardCore x)
    {eps : ℝ} (heps : 0 ≤ eps) : -(3 * N - 1) * eps ≤ energy eps x := by
  obtain ⟨t, -, ht⟩ := exists_max_image univ (fun i => (x i).im) ⟨⟨0, hN⟩, mem_univ _⟩
  -- the topmost disc lacks at least two of the six neighbours
  have hs : ∑ i, ((neighbours x i).card : ℝ) ≤ 6 * N - 2 := by
    calc ∑ i, ((neighbours x i).card : ℝ)
        ≤ ∑ i : Fin N, ((6 : ℝ) - if i = t then 2 else 0) := by
          refine sum_le_sum fun i _ => ?_
          by_cases hi : i = t
          · have h4 : ((neighbours x i).card : ℝ) ≤ 4 := by
              exact_mod_cast card_neighbours_top_le_four h i
                (fun j => by rw [hi]; exact ht j (mem_univ j))
            rw [if_pos hi]
            linarith
          · have h6 : ((neighbours x i).card : ℝ) ≤ 6 := by
              exact_mod_cast card_neighbours_le_six h i
            rw [if_neg hi]
            linarith
      _ = 6 * N - 2 := by
          rw [sum_sub_distrib]
          simp [mul_comm]
  nlinarith [two_mul_energy eps x, mul_le_mul_of_nonneg_left hs heps]

end

end StickyDiscs
```

```lean
#print axioms StickyDiscs.energy_lower_bound
-- 'StickyDiscs.energy_lower_bound' depends on axioms: [propext, Classical.choice, Quot.sound]
#print axioms StickyDiscs.energy_lower_bound_finite
-- 'StickyDiscs.energy_lower_bound_finite' depends on axioms: [propext, Classical.choice, Quot.sound]
```

## Six sectors around a disc

Take the disc diameter as the unit of length and write the centres as complex numbers $x_i$. The hard core requires $|x_i-x_j|\ge 1$ for $i\ne j$, and two discs are in contact when this distance is exactly 1.

Suppose discs $j$ and $k$ both touch disc $i$. The vectors $u=x_j-x_i$ and $v=x_k-x_i$ have length 1; let $\alpha$ and $\beta$ be their polar angles, taken in $(-\pi,\pi]$. Then

$$|u-v|^2 = 2-2\cos(\alpha-\beta).$$

If $|\alpha-\beta|<\pi/3$, the cosine exceeds $1/2$ and $|u-v|<1$. Since $u-v=x_j-x_k$, the hard core forbids this when $j\neq k$.

Now divide the directions into sectors, with sector $m$ containing the angles $\theta$ that satisfy

$$(m-1)\frac{\pi}{3}<\theta\le m\frac{\pi}{3},\qquad m=-2,-1,0,1,2,3.$$

These six sectors cover $(-\pi,\pi]$. Because each includes only one of its two edges, two angles in the same sector differ by strictly less than $\pi/3$. Each sector therefore holds at most one neighbour, and disc $i$ has at most six.

## From contacts to energy

Let $V(r)=-\varepsilon$ for $r=1$ and $V(r)=0$ otherwise, and let $z_i$ be the number of neighbours of disc $i$. The energy is $E=\sum_{i<j}V(|x_i-x_j|)$. A sum over all ordered pairs counts each contact twice, and the terms $i=j$ vanish because $V(0)=0$. Hence

$$2E=-\varepsilon\sum_i z_i\ \ge\ -6N\varepsilon,\qquad E\ge -3N\varepsilon.$$

A finite cluster has an edge, which improves the bound. For $N\ge1$, choose a disc than which no other lies higher. Sectors 1 and 2 contain the angles $0<\theta\le 2\pi/3$, where $\sin\theta>0$, so a neighbour there would lie higher. Only four sectors remain, and this disc has at most four neighbours. Thus $\sum_i z_i\le 6(N-1)+4=6N-2$, and

$$E\ge-(3N-1)\varepsilon.$$

For $\varepsilon>0$, a non-empty finite cluster therefore never reaches $-3N\varepsilon$.

## One disc, and a hexagon of seven

A single disc has $E=0$, while the two bounds give $-3\varepsilon$ and $-2\varepsilon$. With no discs at all, the first bound reads $0\le0$. The second would read $\varepsilon\le0$, which is false for $\varepsilon>0$, so it is stated for $N\ge1$.

For seven discs, put one at the origin and six at the points $e^{i\pi m/3}$ with $m=0,\dots,5$. Adjacent outer discs are at distance $2\sin(\pi/6)=1$, and all other outer pairs are farther apart, so the hard core is respected. The central disc has six neighbours and each outer disc has three: the centre and two along the rim. The coordination numbers add up to $6+6\cdot3=24$, which gives 12 contacts and $E=-12\varepsilon$. The bounds are $-21\varepsilon$ and $-20\varepsilon$. This hexagon, worked out here and absent from the Lean code, shows that six neighbours do occur.

## What the Lean statements say

A configuration is a map `x : Fin N → ℂ`, with the usual distance on `ℂ` as the Euclidean distance in the plane. `HardCore x` is the separation condition, `neighbours x i` is the set of discs at distance exactly 1 from disc `i`, and its `card` is $z_i$. The real number `eps` is the contact strength $\varepsilon$.

The function `stickyPotential` is zero at every distance other than 1, including distances below 1. The repulsion enters through the hypothesis `HardCore x` and not through the energy. The condition `i < j` in `energy` counts each pair once.

`energy_lower_bound` states $-3N\varepsilon\le E$ for every hard-core configuration with `0 ≤ eps`, and `energy_lower_bound_finite` states the sharper bound under the further hypothesis `0 < N`. Neither identifies the ground state.

Contact at exactly one distance idealises an attraction much narrower than the particle diameter. Passing to a real attractive well of finite width needs a further argument, since particles then bind over a range of distances. For a given non-empty cluster of equal discs in the open plane, a count of more than $3N-1$ exact contacts points to overlapping discs or miscounted pairs.

## The argument in Lean

`norm_sub_lt_one` is the cosine step. It uses the strict decrease of the cosine on $[0,\pi]$, rewrites the cosine of the angle difference in Cartesian components, and finishes with the law of cosines.

`sector` computes $m=\lceil 3\theta/\pi\rceil$, and `sector_bounds` shows that $-2\le m\le3$. In `card_neighbours_le_sectors`, the defining inequalities of the ceiling show that two neighbours in one sector differ in angle by less than $\pi/3$. The map from neighbours to sectors is therefore injective, and a finite set `t` containing all occupied sectors is at least as large as the set of neighbours. Taking all six sectors gives `card_neighbours_le_six`; taking `{-2, -1, 0, 3}` gives `card_neighbours_top_le_four`, once the sine has excluded sectors 1 and 2.

`two_mul_energy` splits the sum over ordered pairs into its `i < j` and `j < i` parts, and exchanging the order of summation shows that both equal the energy. This identity needs neither the hard core nor a sign for `eps`. The two energy bounds insert the neighbour counts into it. In the sharper one, `exists_max_image` supplies the topmost disc, there called `t`, and the summand $6$ is lowered by 2 for that disc alone.
